# Agreement on the interstitial points of a periodic grid is equality of step-function convolutions

Take a finite periodic grid, a set S of grid points (the interstitial region), and two vectors c, d of complex plane-wave coefficients, one entry for every wave vector of the grid. Let f_c and f_d be the functions they represent, Θ the discrete Fourier coefficients of the indicator of S, and ∗ the cyclic convolution. Then

    f_c(x) = f_d(x) for all x ∈ S   ⇔   Θ∗c = Θ∗d

So Θ∗c holds exactly the information in c that is unaffected by how the function is continued outside S. Three further statements come with it: convolution with Θ is idempotent, it gives the interstitial overlap, and it determines c only when S is the whole grid.

## Interstitial matrix elements in APW and LAPW

In augmented-plane-wave methods the plane-wave expansion is meant to hold only between the atomic spheres; inside them another expansion takes its place, and the continuation of the plane-wave sum into them is not the physical function. Interstitial overlaps and integrals are formed with the step-function coefficients, and on a finite grid with a step function sampled at the grid points the identity shows that those built from the values of the functions at the points of S, such as the overlap below, are blind to the continuation. Terms with derivatives, such as the kinetic matrix element, are not covered: on the grid the plane-wave derivative at a point of S depends in general on the values outside S. It also gives a comparison rule for that setting: two coefficient vectors describe the same interstitial data when Θ∗c and Θ∗d match, whether or not c and d do.

## Grid, plane waves and normalisation

The grid has Nᵢ points along direction i, periodic in each direction, and M = ∏ᵢ Nᵢ points in all; one direction gives ℤ/N. A point x has fractional coordinates xᵢ/Nᵢ, and a wave vector k has integer components kᵢ modulo Nᵢ. With θ equal to 1 on S and 0 elsewhere, f any grid function and a any coefficient vector, the definitions are (the i in 2πi is the imaginary unit)

    e_k(x) = ∏ᵢ exp(2πi kᵢxᵢ/Nᵢ)
    f_c(x) = Σ_k c_k e_k(x)
    f̂_k = M⁻¹ Σ_x f(x) e_{−k}(x),   Θ = θ̂
    (a∗c)_k = Σ_l a_{k−l} c_l

The waves e_k have squared norm M; the normalised ones are e_k/√M. In this convention Θ_0 = |S|/M, the interstitial fraction of the grid.

## From orthogonality to the equivalence

The exponent is bilinear and symmetric, so e_{k+l}(x) = e_k(x) e_l(x) and e_k(x) = e_x(k).

Put T(x) = Σ_k e_k(x). At x = 0 every term is 1 and T = M. Otherwise some xᵢ ≠ 0. Shifting k by the unit vector u along i permutes the terms, so with ω = e_u(x) = exp(2πi xᵢ/Nᵢ) ≠ 1,

    T(x) = Σ_k e_{k+u}(x) = T(x) ω,   hence T(x) = 0.

Both inversion formulas follow by exchanging sums:

    Σ_k f̂_k e_k(x) = M⁻¹ Σ_y f(y) T(x−y) = f(x)
    M⁻¹ Σ_x f_c(x) e_{−k}(x) = M⁻¹ Σ_l c_l T(l−k) = c_k

Inserting the definition of Θ and using e_{−(k−l)} = e_l e_{−k},

    (Θ∗c)_k = M⁻¹ Σ_x θ(x) [Σ_l c_l e_l(x)] e_{−k}(x)

which is the k-th Fourier coefficient of θ f_c. If f_c = f_d on S, then θ f_c = θ f_d at every point, since both vanish off S, and their coefficients agree. Conversely, equal coefficients transform back to θ f_c = θ f_d, and at x ∈ S the factor θ is 1.

Transforming back also shows that Θ∗c represents f_c on S continued by zero. That function agrees with f_c on S, so the equivalence gives Θ∗(Θ∗c) = Θ∗c. With conj(e_k) = e_{−k} and one more exchange of sums,

    Σ_k conj(d_k) (Θ∗c)_k = M⁻¹ Σ_{x∈S} conj(f_d(x)) f_c(x)

and the right side is the interstitial overlap of the functions expanded in e_k/√M. Finally, if a point x lies outside S, the function equal to 1 at x and 0 elsewhere agrees with zero on S, so c ↦ Θ∗c is not injective; if S is the whole grid, Θ∗c = Θ∗d gives f_c = f_d and inversion gives c = d.

## Four points, and the sign of k − l

Take one direction with N = 4, so e_k(x) = i^{kx}, and S = {0, 1}. Then Θ_k = (1 + i^{−k})/4, that is

    Θ = (1/2, (1−i)/4, 0, (1+i)/4)

Let c = (1, 0, 0, 0) and d = (2, i, −1, −i), so f_c = (1, 1, 1, 1) and f_d = (1, 1, 1, 5). Here Θ∗c = Θ, and

    (Θ∗d)_0 = Θ_0 d_0 + Θ_3 d_1 + Θ_2 d_2 + Θ_1 d_3 = 1 + (i−1)/4 + 0 + (−i−1)/4 = 1/2
    (Θ∗d)_1 = (1−i)/2 + i/2 − (1+i)/4 + 0 = (1−i)/4

and in the same way (Θ∗d)_2 = 0 and (Θ∗d)_3 = (1+i)/4, so Θ∗d = Θ∗c although d ≠ c.

Writing Θ_{l−k} for Θ_{k−l} replaces S by its mirror image −S, here {0, 3}. The k = 0 component then becomes 3/2 for d and stays 1/2 for c. The slip is invisible whenever S = −S, so a test needs a region with S ≠ −S, one that is not mapped to itself by inversion through the origin; symmetry about another centre, as for {0, 1} under x ↦ 1 − x, does no harm.

## The Lean file

```lean
import Mathlib

open Finset ComplexConjugate

namespace InterstitialStepFunction

noncomputable section

variable {ι : Type*} [Fintype ι] [DecidableEq ι] {N : ι → ℕ} [∀ i, NeZero (N i)]

/-- The periodic grid with `N i` points along direction `i`; it labels both real-space points
and wave vectors. With a single direction it is `ℤ/N`. -/
abbrev Grid (N : ι → ℕ) := ∀ i, ZMod (N i)

/-- The plane wave `∏ᵢ exp(2πi kᵢ xᵢ / Nᵢ)` of wave vector `k` at the grid point `x`. -/
def wave (k x : Grid N) : ℂ := ∏ i, ZMod.stdAddChar (N := N i) (k i * x i)

/-- The function represented by the plane-wave coefficients `c`. -/
def pwSum (c : Grid N → ℂ) (x : Grid N) : ℂ := ∑ k, c k * wave k x

/-- The Fourier coefficients of a grid function, normalised by the number of grid points. -/
def coeff (f : Grid N → ℂ) (k : Grid N) : ℂ :=
  (Fintype.card (Grid N) : ℂ)⁻¹ * ∑ x, f x * wave (-k) x

/-- The step function: one on the interstitial set `S`, zero elsewhere. -/
def stepFn (S : Finset (Grid N)) (x : Grid N) : ℂ := if x ∈ S then 1 else 0

/-- The Fourier coefficients of the step function of `S`. -/
def stepCoeff (S : Finset (Grid N)) : Grid N → ℂ := coeff (stepFn S)

/-- The cyclic convolution of two coefficient vectors in reciprocal space. -/
def convolve (a c : Grid N → ℂ) (k : Grid N) : ℂ := ∑ l, a (k - l) * c l

omit [DecidableEq ι] in
/-- The product of two plane waves is the plane wave of the summed wave vector. -/
theorem wave_add (k l x : Grid N) : wave (k + l) x = wave k x * wave l x := by
  simp only [wave, Pi.add_apply, add_mul, AddChar.map_add_eq_mul, Finset.prod_mul_distrib]

omit [DecidableEq ι] in
/-- The plane-wave phase is symmetric in wave vector and position. -/
theorem wave_comm (k x : Grid N) : wave k x = wave x k := by
  unfold wave
  exact Finset.prod_congr rfl fun i _ => by rw [mul_comm]

/-- The sum of all plane waves equals the number of grid points at the origin and vanishes
at every other point. -/
theorem sum_wave (x : Grid N) :
    ∑ k, wave k x = if x = 0 then (Fintype.card (Grid N) : ℂ) else 0 := by
  split_ifs with h
  · subst h
    have h0 : ∀ k : Grid N, wave k 0 = 1 := by
      intro k
      simp [wave]
    simp only [h0, Finset.sum_const, Finset.card_univ, nsmul_eq_mul, mul_one]
  · obtain ⟨i, hi⟩ := Function.ne_iff.mp h
    have hi' : x i ≠ 0 := hi
    have h1 : wave (Pi.single i (1 : ZMod (N i)) : Grid N) x
        = ZMod.stdAddChar (N := N i) (x i) := by
      unfold wave
      rw [Finset.prod_eq_single i]
      · simp
      · intro j _ hj
        simp [Pi.single_eq_of_ne hj]
      · simp
    have hne : ZMod.stdAddChar (N := N i) (x i) ≠ 1 := fun e =>
      hi' (ZMod.injective_stdAddChar (by rw [e, AddChar.map_zero_eq_one]))
    -- shifting k by a unit vector multiplies the sum by a phase different from one
    have h2 : ∑ k, wave k x = (∑ k, wave k x) * ZMod.stdAddChar (N := N i) (x i) := by
      calc ∑ k, wave k x
          = ∑ k, wave (k + (Pi.single i (1 : ZMod (N i)) : Grid N)) x :=
            (Equiv.sum_comp (Equiv.addRight (Pi.single i (1 : ZMod (N i)) : Grid N))
              (fun k => wave k x)).symm
        _ = (∑ k, wave k x) * ZMod.stdAddChar (N := N i) (x i) := by
            simp only [wave_add, h1, Finset.sum_mul]
    have h3 : (∑ k, wave k x) * (1 - ZMod.stdAddChar (N := N i) (x i)) = 0 := by
      linear_combination h2
    exact (mul_eq_zero.mp h3).resolve_right (sub_ne_zero.mpr hne.symm)

/-- Every grid function is represented by its own Fourier coefficients. -/
theorem pwSum_coeff (f : Grid N → ℂ) : pwSum (coeff f) = f := by
  funext x
  have hc : (Fintype.card (Grid N) : ℂ) ≠ 0 := Nat.cast_ne_zero.mpr Fintype.card_ne_zero
  have key : ∀ k y : Grid N, wave (-k) y * wave k x = wave k (x - y) := by
    intro k y
    unfold wave
    rw [← Finset.prod_mul_distrib]
    refine Finset.prod_congr rfl fun i _ => ?_
    rw [← AddChar.map_add_eq_mul]
    congr 1
    simp only [Pi.neg_apply, Pi.sub_apply]
    ring
  calc pwSum (coeff f) x
      = (Fintype.card (Grid N) : ℂ)⁻¹ * ∑ y, f y * ∑ k, wave k (x - y) := by
        simp only [pwSum, coeff, Finset.mul_sum, Finset.sum_mul]
        rw [Finset.sum_comm]
        refine Finset.sum_congr rfl fun y _ => Finset.sum_congr rfl fun k _ => ?_
        rw [← key]
        ring
    _ = f x := by
        simp only [sum_wave, sub_eq_zero, mul_ite, mul_zero, Finset.sum_ite_eq,
          Finset.mem_univ, if_true]
        field_simp

/-- The Fourier coefficients of the function represented by `c` are `c`. -/
theorem coeff_pwSum (c : Grid N → ℂ) : coeff (pwSum c) = c := by
  funext k
  have hc : (Fintype.card (Grid N) : ℂ) ≠ 0 := Nat.cast_ne_zero.mpr Fintype.card_ne_zero
  have key : ∀ x l : Grid N, wave l x * wave (-k) x = wave x (l - k) := by
    intro x l
    rw [← wave_add, wave_comm (l + -k), sub_eq_add_neg]
  calc coeff (pwSum c) k
      = (Fintype.card (Grid N) : ℂ)⁻¹ * ∑ l, c l * ∑ x, wave x (l - k) := by
        simp only [pwSum, coeff, Finset.mul_sum, Finset.sum_mul]
        rw [Finset.sum_comm]
        refine Finset.sum_congr rfl fun l _ => Finset.sum_congr rfl fun x _ => ?_
        rw [← key]
        ring
    _ = c k := by
        simp only [sum_wave, sub_eq_zero, mul_ite, mul_zero, Finset.sum_ite_eq',
          Finset.mem_univ, if_true]
        field_simp

/-- Convolving `c` with the step-function coefficients gives the Fourier coefficients of the
represented function multiplied by the step function. -/
theorem convolve_stepCoeff (S : Finset (Grid N)) (c : Grid N → ℂ) :
    convolve (stepCoeff S) c = coeff (fun x => stepFn S x * pwSum c x) := by
  funext k
  simp only [convolve, stepCoeff, coeff, pwSum, Finset.mul_sum, Finset.sum_mul]
  rw [Finset.sum_comm]
  refine Finset.sum_congr rfl fun x _ => Finset.sum_congr rfl fun l _ => ?_
  rw [show -(k - l) = l + -k by abel, wave_add]
  ring

/-- Two sets of plane-wave coefficients represent functions that agree at every interstitial
point if and only if their convolutions with the step-function coefficients are equal. -/
theorem agree_on_interstitial_iff (S : Finset (Grid N)) (c d : Grid N → ℂ) :
    (∀ x ∈ S, pwSum c x = pwSum d x) ↔
      convolve (stepCoeff S) c = convolve (stepCoeff S) d := by
  rw [convolve_stepCoeff S c, convolve_stepCoeff S d]
  constructor
  · intro h
    congr 1
    funext x
    by_cases hx : x ∈ S
    · rw [h x hx]
    · simp [stepFn, hx]
  · intro h x hx
    -- transform back to real space and evaluate at the interstitial point
    have h' := congrFun (congrArg pwSum h) x
    simp only [pwSum_coeff] at h'
    simpa [stepFn, hx] using h'

/-- The convolved coefficients represent the function of `c` on `S` continued by zero outside
`S`, and a second convolution with the step-function coefficients changes nothing. -/
theorem convolve_stepCoeff_projector (S : Finset (Grid N)) (c : Grid N → ℂ) :
    (∀ x, pwSum (convolve (stepCoeff S) c) x = if x ∈ S then pwSum c x else 0) ∧
      convolve (stepCoeff S) (convolve (stepCoeff S) c) = convolve (stepCoeff S) c := by
  have h : ∀ x, pwSum (convolve (stepCoeff S) c) x = if x ∈ S then pwSum c x else 0 := by
    intro x
    rw [convolve_stepCoeff, pwSum_coeff]
    simp [stepFn]
  refine ⟨h, (agree_on_interstitial_iff S _ _).mp fun x hx => ?_⟩
  rw [h x, if_pos hx]

/-- The reciprocal-space product of `d` with the convolved `c` is the overlap of the two
represented functions summed over `S`, divided by the number of grid points. -/
theorem interstitial_overlap (S : Finset (Grid N)) (c d : Grid N → ℂ) :
    ∑ k, conj (d k) * convolve (stepCoeff S) c k
      = (Fintype.card (Grid N) : ℂ)⁻¹ * ∑ x ∈ S, conj (pwSum d x) * pwSum c x := by
  have hconj : ∀ k x : Grid N, conj (wave k x) = wave (-k) x := by
    intro k x
    unfold wave
    rw [map_prod]
    refine Finset.prod_congr rfl fun i _ => ?_
    rw [Pi.neg_apply, neg_mul]
    exact (AddChar.map_neg_eq_conj _ _).symm
  have hS : ∀ F : Grid N → ℂ, ∑ x ∈ S, F x = ∑ x, stepFn S x * F x := by
    intro F
    simp [stepFn, ite_mul, Finset.sum_ite_mem]
  rw [convolve_stepCoeff, hS]
  generalize pwSum c = f
  simp only [coeff, pwSum, map_sum, map_mul, hconj, Finset.mul_sum, Finset.sum_mul]
  rw [Finset.sum_comm]
  refine Finset.sum_congr rfl fun x _ => Finset.sum_congr rfl fun k _ => ?_
  ring

/-- The convolution with the step-function coefficients determines the plane-wave coefficients
uniquely if and only if the interstitial set is the whole grid. -/
theorem convolve_stepCoeff_injective_iff (S : Finset (Grid N)) :
    Function.Injective (convolve (stepCoeff S)) ↔ S = Finset.univ := by
  constructor
  · intro h
    rw [Finset.eq_univ_iff_forall]
    intro x
    by_contra hx
    -- a spike at a point outside S agrees with zero on S
    have h1 := h ((agree_on_interstitial_iff S (coeff fun y => if y = x then 1 else 0)
      (coeff fun _ => 0)).mp (by
        intro y hy
        have hyx : y ≠ x := fun e => hx (e ▸ hy)
        simp only [pwSum_coeff]
        simp [hyx]))
    have h2 := congrFun (congrArg pwSum h1) x
    simp [pwSum_coeff] at h2
  · rintro rfl c d h
    have h1 : pwSum c = pwSum d := funext fun x =>
      (agree_on_interstitial_iff Finset.univ c d).mpr h x (Finset.mem_univ x)
    rw [← coeff_pwSum c, h1, coeff_pwSum]

end

end InterstitialStepFunction
```

```lean
#print axioms InterstitialStepFunction.agree_on_interstitial_iff
#print axioms InterstitialStepFunction.convolve_stepCoeff_projector
#print axioms InterstitialStepFunction.interstitial_overlap
#print axioms InterstitialStepFunction.convolve_stepCoeff_injective_iff
```

```
'InterstitialStepFunction.agree_on_interstitial_iff' depends on axioms: [propext, Classical.choice, Quot.sound]
'InterstitialStepFunction.convolve_stepCoeff_projector' depends on axioms: [propext, Classical.choice, Quot.sound]
'InterstitialStepFunction.interstitial_overlap' depends on axioms: [propext, Classical.choice, Quot.sound]
'InterstitialStepFunction.convolve_stepCoeff_injective_iff' depends on axioms: [propext, Classical.choice, Quot.sound]
```

## How the statements and proofs read

`Grid N` is the product of the `ZMod (N i)` over a finite type `ι` of directions, and it labels both x and k. The hypothesis `NeZero (N i)` says that each direction has at least one point; a one-point grid and an empty S are allowed, and for empty S both sides of the equivalence hold for all c and d. The functions `wave`, `pwSum`, `coeff`, `stepFn`, `stepCoeff` and `convolve` are e, f_c, the hat, θ, Θ and ∗, with `Fintype.card (Grid N)` for M. The subtraction `k - l` wraps around modulo Nᵢ, which is what makes the convolution cyclic. The main theorem `agree_on_interstitial_iff` equates agreement at all `x ∈ S` with equality of the two convolutions as whole vectors.

`wave_add` and `wave_comm` are the two properties of the exponent. In `sum_wave`, `h1` evaluates e_u(x), `hne` gets ω ≠ 1 from `ZMod.injective_stdAddChar`, `h2` is the shift of k through `Equiv.addRight`, and `h3` is T(1 − ω) = 0. In `pwSum_coeff` and `coeff_pwSum` the local `key` merges two waves into one, `Finset.sum_comm` exchanges the sums, and `sum_wave` collapses the inner one. `convolve_stepCoeff` identifies Θ∗c with the coefficients of θ f_c. The main proof rewrites both sides with it, splits on `x ∈ S` going forward, and applies `pwSum` going backward. `convolve_stepCoeff_projector` states continuation by zero together with idempotence, `interstitial_overlap` uses `hconj` for the conjugate wave and `hS` to write the sum over S with θ, and `convolve_stepCoeff_injective_iff` uses the spike in one direction and `coeff_pwSum` in the other.

## Limits: sampled step function, full wave-vector set, exact arithmetic

S is an arbitrary set of grid points. There are no spheres, radii, lattice metric or Bloch vector, no augmentation functions and no matching at a sphere boundary. Agreement means agreement at grid points, and nothing is said about values between them. In the continuum a finite plane-wave sum is fixed everywhere by its values throughout any open region, so for finite sums the freedom to change the function outside S while keeping it on S belongs to the grid. Θ is the discrete transform of the sampled indicator, and all sums run over the M wave vectors in exact complex arithmetic.

A code that takes Θ from the analytic transform of the spheres, or cuts it off at a finite wave vector, is using different objects, and the theorems make no statement about them. Comparing only some components of Θ∗c and Θ∗d can reveal a difference on S, but in general it cannot establish agreement. The file gives no bound on rounding error.
